# With at least one full Landau level, 2D magnetization between jumps rises with field at fixed $N$ and falls at fixed $\mu$

Take non-interacting, spinless charged fermions in a two-dimensional sample of fixed area at zero temperature. Measure the field $b$ in flux quanta through the sample, and energies in units of the cyclotron energy at one flux quantum. The Landau levels are then $\varepsilon_j=(j+\tfrac12)b$ with $j=0,1,2,\dots$, and each level holds at most $b$ particles. Let $k$ be the number of completely filled levels, $E$ the ground energy at fixed particle number $N$, and $\Omega$ the grand potential at fixed chemical potential $\mu$. The magnetization is $-dE/db$ at fixed $N$ and $-d\Omega/db$ at fixed $\mu$, and

$$-\frac{dE}{db}=k(k+1)\,b-(k+\tfrac12)N\qquad\text{for } b>0,\ k<N/b<k+1,$$

$$-\frac{d\Omega}{db}=k\mu-k^2b\qquad\text{for } (k-\tfrac12)b<\mu<(k+\tfrac12)b.$$

For $k\ge1$ the first increases with $b$ and the second decreases. In this idealised model, the direction of the sawtooth in de Haas–van Alphen oscillations therefore depends on whether $N$ or $\mu$ is held fixed.

## Levels, occupations and the two energies

```lean
import Mathlib

open Finset Filter
open scoped Topology

namespace LandauOscillations

noncomputable section
```

This loads the Mathlib library and gives access to finite sums and to the notation `𝓝 b`, which will serve to say "for all fields close to $b$".

```lean
/-- Energy of the Landau level `j` in field `b`, in reduced units. -/
def levelEnergy (b : ℝ) (j : ℕ) : ℝ := ((j : ℝ) + 1 / 2) * b
```

This is $\varepsilon_j=(j+\tfrac12)b$. The field $b$ is the number of flux quanta through the sample, and energies are measured in units of the cyclotron energy at one flux quantum. There is no Zeeman term.

```lean
/-- An occupation puts between `0` and `b` particles in each level: the degeneracy is `b`. -/
def IsOccupation (b : ℝ) (f : ℕ → ℝ) : Prop := ∀ j, 0 ≤ f j ∧ f j ≤ b
```

An occupation is a function $f$ with $0\le f_j\le b$ for every level $j$. The upper bound is the Pauli principle combined with the Landau degeneracy of one state per flux quantum. Occupations are real numbers, so particle number and degeneracy are treated as continuous, as suits a large sample.

```lean
/-- The total energies of `N` particles distributed over finitely many Landau levels. -/
def energies (N b : ℝ) : Set ℝ :=
  {E | ∃ (L : ℕ) (f : ℕ → ℝ), IsOccupation b f ∧ ∑ j ∈ range L, f j = N ∧
    ∑ j ∈ range L, f j * levelEnergy b j = E}
```

This is the set of all energies $\sum_{j<L}f_j\varepsilon_j$ with $\sum_{j<L}f_j=N$, where the cutoff $L$ may be any natural number. In Lean, `range L` means $0,1,\dots,L-1$. Only the levels below $L$ count, whatever $f$ does above them.

```lean
/-- The ground energy at fixed particle number: the infimum of the total energy. -/
def groundEnergy (N b : ℝ) : ℝ := sInf (energies N b)
```

$E(N,b)$ is the infimum of that set. Nothing is assumed about which levels are filled.

```lean
/-- The values of energy minus `μ` times particle number, over finitely many Landau levels. -/
def grandEnergies (μ b : ℝ) : Set ℝ :=
  {W | ∃ (L : ℕ) (f : ℕ → ℝ), IsOccupation b f ∧
    ∑ j ∈ range L, f j * (levelEnergy b j - μ) = W}
```

Here the particle number is free, and the set contains the values $\sum_{j<L}f_j(\varepsilon_j-\mu)$, called grand energies below.

```lean
/-- The zero-temperature grand potential at fixed chemical potential, as an infimum. -/
def grandPotential (μ b : ℝ) : ℝ := sInf (grandEnergies μ b)
```

$\Omega(\mu,b)$ is the infimum of the grand energies. This is the zero-temperature grand potential, so thermal smearing is absent, as is broadening by disorder.

## Filling the lowest levels is optimal

```lean
/-- The grand energy of `k` completely filled Landau levels. -/
theorem filled_sum (k : ℕ) (b μ : ℝ) :
    ∑ j ∈ range k, b * (levelEnergy b j - μ) = (k : ℝ) ^ 2 * b ^ 2 / 2 - k * μ * b := by
  induction k with
  | zero => simp
  | succ n ih =>
    rw [sum_range_succ, ih, levelEnergy]
    push_cast
    ring
```

A Lean theorem lists its hypotheses, then a colon and the statement, then the proof after `:= by`. This one says

$$\sum_{j=0}^{k-1}b(\varepsilon_j-\mu)=\frac{k^2b^2}{2}-k\mu b .$$

By hand, it follows from $\sum_{j<k}(j+\tfrac12)=k^2/2$. Lean uses induction: adding level $n$ changes $n^2/2$ into $n^2/2+n+\tfrac12=(n+1)^2/2$, and `ring` does this algebra.

```lean
/-- If `μ` lies between the levels `k - 1` and `k`, no occupation has a lower grand energy
than `k` filled levels. -/
theorem filled_le (k L : ℕ) {b μ : ℝ} {f : ℕ → ℝ} (hf : IsOccupation b f)
    (h1 : ((k : ℝ) - 1 / 2) * b ≤ μ) (h2 : μ ≤ ((k : ℝ) + 1 / 2) * b) :
    (k : ℝ) ^ 2 * b ^ 2 / 2 - k * μ * b ≤
      ∑ j ∈ range L, f j * (levelEnergy b j - μ) := by
  have hb : 0 ≤ b := (hf 0).1.trans (hf 0).2
  -- below `μ`, filling a level completely is best
  have low : ∀ m : ℕ, m ≤ k → (m : ℝ) ^ 2 * b ^ 2 / 2 - m * μ * b ≤
      ∑ j ∈ range m, f j * (levelEnergy b j - μ) := by
    intro m
    induction m with
    | zero => intro _; simp
    | succ n ih =>
      intro hn
      have hi := ih (by omega)
      have hn' : (n : ℝ) + 1 ≤ k := by exact_mod_cast hn
      have hm := mul_le_mul_of_nonneg_right hn' hb
      have hw : 0 ≤ μ - ((n : ℝ) + 1 / 2) * b := by linarith
      have hp := mul_nonneg (sub_nonneg.mpr (hf n).2) hw
      rw [sum_range_succ, levelEnergy]
      push_cast
      linarith
  rcases lt_or_ge L k with hL | hL
  · -- levels left empty below `μ` cost grand energy
    have hi := low L hL.le
    have hL' : (L : ℝ) + 1 ≤ k := by exact_mod_cast hL
    have hm := mul_le_mul_of_nonneg_right hL' hb
    have hw : 0 ≤ μ - ((k : ℝ) + L) / 2 * b := by linarith
    have hkL : 0 ≤ (k : ℝ) - L := by linarith
    have hp := mul_nonneg (mul_nonneg hkL hb) hw
    linarith
  · -- particles above `μ` cost grand energy
    induction L, hL using Nat.le_induction with
    | base => exact low k le_rfl
    | succ n hn ih =>
      have hn' : (k : ℝ) ≤ n := by exact_mod_cast hn
      have hm := mul_le_mul_of_nonneg_right hn' hb
      have hw : 0 ≤ levelEnergy b n - μ := by
        rw [levelEnergy]
        linarith
      have hp := mul_nonneg (hf n).1 hw
      rw [sum_range_succ]
      linarith
```

Write $G_m=m^2b^2/2-m\mu b$ for the grand energy of $m$ full levels. If $(k-\tfrac12)b\le\mu\le(k+\tfrac12)b$, so that $\varepsilon_{k-1}\le\mu\le\varepsilon_k$ when $k\ge1$, then every occupation has grand energy at least $G_k$. The argument has three parts.

1. For a level $n<k$ we have $\varepsilon_n\le\mu$, hence $(b-f_n)(\mu-\varepsilon_n)\ge0$, which rearranges to $f_n(\varepsilon_n-\mu)\ge b(\varepsilon_n-\mu)$. Summing over $n<m$ gives $\sum_{j<m}f_j(\varepsilon_j-\mu)\ge G_m$ for all $m\le k$. This is the auxiliary statement `low`.
2. If the cutoff is $L<k$, then `low` gives the bound $G_L$, and
$$G_L-G_k=(k-L)\,b\left(\mu-\frac{k+L}{2}\,b\right)\ge0,$$
because $(k+L)/2\le k-\tfrac12$.
3. If $L\ge k$, each level $n\ge k$ adds $f_n(\varepsilon_n-\mu)\ge0$ to a sum that was already at least $G_k$.

In the code, each `hp` is one of these products of non-negative factors. The tactic `linarith`, which combines linear inequalities, then finishes the step.

```lean
/-- With `μ` between the levels `k - 1` and `k`, the least grand energy is that of `k`
filled levels. -/
theorem grandEnergies_isLeast (k : ℕ) {b μ : ℝ}
    (h1 : ((k : ℝ) - 1 / 2) * b ≤ μ) (h2 : μ ≤ ((k : ℝ) + 1 / 2) * b) :
    IsLeast (grandEnergies μ b) ((k : ℝ) ^ 2 * b ^ 2 / 2 - k * μ * b) := by
  have hb : 0 ≤ b := by linarith
  refine ⟨⟨k, fun _ => b, fun _ => ⟨hb, le_rfl⟩, filled_sum k b μ⟩, ?_⟩
  rintro W ⟨L, f, hf, rfl⟩
  exact filled_le k L hf h1 h2
```

`IsLeast` says that a number belongs to a set and is a lower bound for it. The value $G_k$ belongs to the set because $k$ full levels are an allowed occupation, and it is a lower bound by the previous theorem. So $\Omega=k^2b^2/2-k\mu b$, and this minimum is attained.

```lean
/-- If `N` particles fill `k` levels and at most one more, this closed form is their least
total energy. -/
theorem energies_isLeast (k : ℕ) {b N : ℝ} (h1 : (k : ℝ) * b ≤ N)
    (h2 : N ≤ ((k : ℝ) + 1) * b) :
    IsLeast (energies N b) (((k : ℝ) + 1 / 2) * N * b - k * (k + 1) / 2 * b ^ 2) := by
  have hb : 0 ≤ b := by linarith
  constructor
  · -- fill `k` levels and put the remainder in the next one
    have hs : ∀ g : ℕ → ℝ, ∑ j ∈ range (k + 1), (if j < k then b else N - k * b) * g j =
        ∑ j ∈ range k, b * g j + (N - k * b) * g k := by
      intro g
      rw [sum_range_succ]
      congr 1
      · exact sum_congr rfl (fun j hj => by rw [if_pos (mem_range.mp hj)])
      · simp
    refine ⟨k + 1, fun j => if j < k then b else N - k * b, ?_, ?_, ?_⟩
    · intro j
      by_cases hj : j < k
      · simp only [hj, if_true]
        exact ⟨hb, le_rfl⟩
      · simp only [hj, if_false]
        constructor <;> linarith
    · have h := hs (fun _ => 1)
      simp only [mul_one, sum_const, card_range, nsmul_eq_mul] at h
      exact h.trans (by ring)
    · have h0 := filled_sum k b 0
      simp only [sub_zero] at h0
      refine (hs (levelEnergy b)).trans ?_
      rw [h0, levelEnergy]
      ring
  · -- compare grand energies with `μ` at the partly filled level
    rintro E ⟨L, f, hf, hN, rfl⟩
    have h := filled_le k L (μ := ((k : ℝ) + 1 / 2) * b) hf (by linarith) le_rfl
    simp only [mul_sub, sum_sub_distrib] at h
    rw [← sum_mul, hN] at h
    linarith
```

For $kb\le N\le(k+1)b$ the least energy at fixed $N$ is

$$E=(k+\tfrac12)Nb-\frac{k(k+1)}{2}b^2 .$$

To reach it, fill levels $0,\dots,k-1$ and put the remaining $N-kb$ particles into level $k$:

$$\frac{k^2b^2}{2}+(N-kb)(k+\tfrac12)b=(k+\tfrac12)Nb-\frac{k(k+1)}{2}b^2 .$$

To see that nothing lies lower, set $\mu=\varepsilon_k=(k+\tfrac12)b$, the energy of the partly filled level. Any occupation with $N$ particles and energy $E'$ satisfies $E'-\mu N\ge k^2b^2/2-k\mu b$. Inserting $\mu$ gives

$$E'\ge(k+\tfrac12)Nb+\frac{k^2b^2}{2}-k(k+\tfrac12)b^2=(k+\tfrac12)Nb-\frac{k(k+1)}{2}b^2 .$$

The two halves of the Lean proof are these two computations; the helper `hs` splits off the last level from the sum.

## Differentiating with respect to the field

```lean
/-- The derivative of a quadratic function of the field. -/
theorem hasDerivAt_quadratic (A B b : ℝ) :
    HasDerivAt (fun x : ℝ => A * x - B * x ^ 2) (A - B * (2 * b)) b := by
  have h := ((hasDerivAt_id' b).const_mul A).fun_sub ((hasDerivAt_pow 2 b).const_mul B)
  exact h.congr_deriv (by norm_num)
```

The derivative of $Ax-Bx^2$ at $x=b$ is $A-2Bb$. `HasDerivAt f c b` reads "$f$ is differentiable at $b$, with derivative $c$".

```lean
/-- At fixed `N`, with `b > 0` and `k < N/b < k+1`, the magnetization `-dE/db` is
`k(k+1)b - (k+1/2)N`. -/
theorem canonical_magnetization (k : ℕ) {b N : ℝ} (hb : 0 < b)
    (h1 : (k : ℝ) < N / b) (h2 : N / b < (k : ℝ) + 1) :
    HasDerivAt (groundEnergy N) (-((k : ℝ) * (k + 1) * b - (k + 1 / 2) * N)) b := by
  have e1 : ∀ᶠ x in 𝓝 b, (k : ℝ) * x < N :=
    ContinuousAt.eventually_lt (by fun_prop) continuousAt_const ((lt_div_iff₀ hb).mp h1)
  have e2 : ∀ᶠ x in 𝓝 b, N < ((k : ℝ) + 1) * x :=
    ContinuousAt.eventually_lt continuousAt_const (by fun_prop) ((div_lt_iff₀ hb).mp h2)
  -- the same levels stay filled in a neighbourhood of `b`
  have he : ∀ᶠ x in 𝓝 b, groundEnergy N x =
      (((k : ℝ) + 1 / 2) * N) * x - ((k : ℝ) * (k + 1) / 2) * x ^ 2 := by
    filter_upwards [e1, e2] with x hx1 hx2
    exact (energies_isLeast k hx1.le hx2.le).csInf_eq
  exact ((hasDerivAt_quadratic _ _ b).congr_of_eventuallyEq he).congr_deriv (by ring)
```

This is the magnetization at fixed $N$. The theorem gives $dE/db$, which is why the formula for $M=-dE/db$ appears with a minus sign in front.

A derivative needs the closed form near $b$ as well as at $b$. Since $kb<N<(k+1)b$ holds strictly, it also holds for all fields $x$ close to $b$; `e1` and `e2` say so, with `∀ᶠ x in 𝓝 b` meaning "for all $x$ sufficiently near $b$". There the energy is the quadratic found above (`he`), and

$$-\frac{dE}{db}=-(k+\tfrac12)N+k(k+1)b .$$

```lean
/-- At fixed `μ` with `(k-1/2)b < μ < (k+1/2)b`, the magnetization `-dΩ/db` is
`kμ - k²b`. -/
theorem grand_magnetization (k : ℕ) {b μ : ℝ}
    (h1 : ((k : ℝ) - 1 / 2) * b < μ) (h2 : μ < ((k : ℝ) + 1 / 2) * b) :
    HasDerivAt (grandPotential μ) (-((k : ℝ) * μ - (k : ℝ) ^ 2 * b)) b := by
  have e1 : ∀ᶠ x in 𝓝 b, ((k : ℝ) - 1 / 2) * x < μ :=
    ContinuousAt.eventually_lt (by fun_prop) continuousAt_const h1
  have e2 : ∀ᶠ x in 𝓝 b, μ < ((k : ℝ) + 1 / 2) * x :=
    ContinuousAt.eventually_lt continuousAt_const (by fun_prop) h2
  have he : ∀ᶠ x in 𝓝 b, grandPotential μ x =
      (-((k : ℝ) * μ)) * x - (-((k : ℝ) ^ 2 / 2)) * x ^ 2 := by
    filter_upwards [e1, e2] with x hx1 hx2
    exact (grandEnergies_isLeast k hx1.le hx2.le).csInf_eq.trans (by ring)
  exact ((hasDerivAt_quadratic _ _ b).congr_of_eventuallyEq he).congr_deriv (by ring)
```

The same argument at fixed $\mu$ differentiates $\Omega=k^2b^2/2-k\mu b$ and gives $-d\Omega/db=k\mu-k^2b$. The two strict inequalities already force $b>0$, so this needs no separate hypothesis.

Both theorems include the smallest case, $k=0$. For $0<N<b$ all particles sit in the lowest level and $M=-N/2$; for $-\tfrac12b<\mu<\tfrac12b$ the system is empty and $M=0$. Neither value changes with $b$, so the opposite slopes begin at $k=1$.

## Opposite slopes and a bound at fixed $N$

```lean
/-- For `k ≥ 1`, between successive level fillings the magnetization at fixed `N` strictly
increases with the field, while at fixed `μ` between successive level crossings it strictly
decreases. -/
theorem opposite_sawtooth (k : ℕ) (hk : 1 ≤ k) (N μ : ℝ) :
    StrictMonoOn (fun b => -deriv (groundEnergy N) b)
      {b | 0 < b ∧ (k : ℝ) < N / b ∧ N / b < (k : ℝ) + 1} ∧
    StrictAntiOn (fun b => -deriv (grandPotential μ) b)
      {b | ((k : ℝ) - 1 / 2) * b < μ ∧ μ < ((k : ℝ) + 1 / 2) * b} := by
  have hk' : (0 : ℝ) < k := by exact_mod_cast hk
  constructor
  · rintro x ⟨hx, hx1, hx2⟩ y ⟨hy, hy1, hy2⟩ hxy
    show -deriv (groundEnergy N) x < -deriv (groundEnergy N) y
    rw [(canonical_magnetization k hx hx1 hx2).deriv,
      (canonical_magnetization k hy hy1 hy2).deriv]
    have hc : (0 : ℝ) < k * (k + 1) := by positivity
    have h := mul_lt_mul_of_pos_left hxy hc
    linarith
  · rintro x ⟨hx1, hx2⟩ y ⟨hy1, hy2⟩ hxy
    show -deriv (grandPotential μ) y < -deriv (grandPotential μ) x
    rw [(grand_magnetization k hx1 hx2).deriv, (grand_magnetization k hy1 hy2).deriv]
    have hc : (0 : ℝ) < (k : ℝ) ^ 2 := by positivity
    have h := mul_lt_mul_of_pos_left hxy hc
    linarith
```

`StrictMonoOn` and `StrictAntiOn` mean strictly increasing and strictly decreasing on the given set of fields. For $k\ge1$ and two fields $x<y$ in the same interval, the formulas give

$$M(y)-M(x)=k(k+1)(y-x)>0\quad\text{at fixed }N,$$

$$M(y)-M(x)=-k^2(y-x)<0\quad\text{at fixed }\mu .$$

Lean substitutes the two derivatives and compares them in this way. Each statement concerns a single interval with one value of $k$; the end points, where the magnetization jumps, are left out.

```lean
/-- At fixed `N`, with `b > 0`, `k ≥ 1` and `k < N/b < k+1`, the magnetization lies strictly
between `-N/2` and `N/2`. -/
theorem canonical_amplitude (k : ℕ) (hk : 1 ≤ k) {b N : ℝ} (hb : 0 < b)
    (h1 : (k : ℝ) < N / b) (h2 : N / b < (k : ℝ) + 1) :
    |-deriv (groundEnergy N) b| < N / 2 := by
  have hk' : (0 : ℝ) < k := by exact_mod_cast hk
  have hk1 : (0 : ℝ) < (k : ℝ) + 1 := by positivity
  have p1 := mul_lt_mul_of_pos_left ((lt_div_iff₀ hb).mp h1) hk1
  have p2 := mul_lt_mul_of_pos_left ((div_lt_iff₀ hb).mp h2) hk'
  rw [(canonical_magnetization k hb h1 h2).deriv, abs_lt]
  constructor <;> linarith

end

end LandauOscillations
```

At fixed $N$ and for $k\ge1$, the magnetization satisfies $|M|<N/2$. By hand,

$$M+\frac N2=k\big((k+1)b-N\big)>0,\qquad \frac N2-M=(k+1)(N-kb)>0 .$$

The inequalities `p2` and `p1` are these two, in that order. As $b$ approaches the lower end $N/(k+1)$ of the interval, the formula for $M$ tends to $-N/2$, and at the upper end $N/k$ it tends to $N/2$, so the bound is the best possible for every $k\ge1$.

```lean
#print axioms LandauOscillations.opposite_sawtooth
#print axioms LandauOscillations.canonical_amplitude
```

```
'LandauOscillations.opposite_sawtooth' depends on axioms: [propext, Classical.choice, Quot.sound]
'LandauOscillations.canonical_amplitude' depends on axioms: [propext, Classical.choice, Quot.sound]
```
